# A fermionic operator string with fewer creators than modes to fill has zero matrix element between occupation states

The theorem `slater_condon_string` concerns finite complex matrices `a i` obeying the canonical anticommutation relations, and vectors `ψ` and `φ` with definite occupation sets `S` and `T`. It says that a product of creators, listed by `I`, followed on the right by annihilators, listed by `K`, has zero matrix element between `ψ` and `φ` whenever `I` is shorter than the number of modes in `S` but not in `T`. The vectors need not be normalised, which makes no difference to a value of zero, and no Hamiltonian is involved. The proof picks a mode `m` in `S \ T` that no creator in the string touches, and inserts its number operator next to `ψ`. It then carries `a m` through the string, up to sign, until it reaches `φ` and gives zero.

This version doesn't compile in Lean 4 with Mathlib:

```lean
import Mathlib

open Matrix

namespace SlaterCondonString

variable {ι n : Type*} [DecidableEq ι] [Fintype n] [DecidableEq n]

/-- The canonical anticommutation relations for annihilation matrices `a i`, whose
conjugate transposes are the creation matrices. -/
structure IsCAR (a : ι → Matrix n n ℂ) : Prop where
  anti : ∀ i j, a i * a j + a j * a i = 0
  mixed : ∀ i j, a i * (a j)ᴴ + (a j)ᴴ * a i = if i = j then 1 else 0

/-- The vector `ψ` has occupation set `S`: each number operator `a m† a m` acts on it as one
for `m` in `S` and as zero otherwise. -/
def HasOccupation (a : ι → Matrix n n ℂ) (S : Finset ι) (ψ : n → ℂ) : Prop :=
  ∀ m, ((a m)ᴴ * a m) *ᵥ ψ = if m ∈ S then ψ else 0

variable {a : ι → Matrix n n ℂ} {S T : Finset ι} {ψ φ : n → ℂ}

/-- Pauli principle: a mode cannot be emptied twice, and counting a mode before emptying it
changes nothing. -/
theorem pauli (h : IsCAR a) (m : ι) :
    a m * a m = 0 ∧ a m * ((a m)ᴴ * a m) = a m := by
  have h0 : a m * a m = 0 := by
    ext p q
    have := congrFun (congrFun (h.anti m m) p) q
    simp only [Matrix.add_apply, Matrix.zero_apply] at this ⊢
    linear_combination this / 2
  have h1 : a m * (a m)ᴴ + (a m)ᴴ * a m = 1 := (h.mixed m m).trans (if_pos rfl)
  refine ⟨h0, ?_⟩
  calc a m * ((a m)ᴴ * a m)
      = (a m * (a m)ᴴ + (a m)ᴴ * a m) * a m - (a m)ᴴ * (a m * a m) := by noncomm_ring
    _ = a m := by rw [h1, h0, one_mul, mul_zero, sub_zero]

/-- Slater-Condon rule for strings of any length: if more modes are occupied in `ψ` and empty
in `φ` than the string has creators, its matrix element between `ψ` and `φ` vanishes. -/
theorem slater_condon_string (h : IsCAR a) (hψ : HasOccupation a S ψ)
    (hφ : HasOccupation a T φ) (I K : List ι) (hc : I.length < (S \ T).card) :
    star ψ ⬝ᵥ ((I.map fun i => (a i)ᴴ).prod * (K.map a).prod) *ᵥ φ = 0 := by
  -- some mode of `S \ T` is not touched by the creators
  obtain ⟨m, hm, hmI⟩ : ∃ m ∈ S \ T, m ∉ I := by
    by_contra hcon
    have hsub : S \ T ⊆ I.toFinset := fun m hm => by
      by_contra hn
      exact hcon ⟨m, hm, fun hI => hn (List.mem_toFinset.mpr hI)⟩
    have h1 := Finset.card_le_card hsub
    have h2 := I.toFinset_card_le
    omega
  obtain ⟨hmS, hmT⟩ := Finset.mem_sdiff.mp hm
  -- its annihilator can be carried through the whole string
  have pass : ∀ L : List (Matrix n n ℂ), (∀ y ∈ L, a m * y + y * a m = 0) →
      ∃ Y, a m * L.prod = Y * a m := by
    intro L
    induction L with
    | nil => exact fun _ => ⟨1, by simp⟩
    | cons y L ih =>
      intro hL
      obtain ⟨Y, hY⟩ := ih fun z hz => hL z (List.mem_cons_of_mem _ hz)
      have hy : a m * y = -(y * a m) := eq_neg_of_add_eq_zero_left (hL y (by simp))
      refine ⟨-(y * Y), ?_⟩
      rw [List.prod_cons, ← mul_assoc, hy, neg_mul, mul_assoc, hY, neg_mul, mul_assoc]
  obtain ⟨Y, hY⟩ := pass ((I.map fun i => (a i)ᴴ) ++ K.map a) (by
    intro y hy
    rcases List.mem_append.mp hy with hy | hy
    · obtain ⟨i, hi, rfl⟩ := List.mem_map.mp hy
      exact (h.mixed m i).trans (if_neg fun e => hmI (e ▸ hi))
    · obtain ⟨k, _, rfl⟩ := List.mem_map.mp hy
      exact h.anti m k)
  rw [List.prod_append] at hY
  -- and it kills `φ`
  have h0 : a m *ᵥ φ = 0 := by
    rw [← (pauli h m).2, ← Matrix.mulVec_mulVec, hφ m, if_neg hmT, Matrix.mulVec_zero]
  have hψm : ψ = ((a m)ᴴ * a m) *ᵥ ψ := by rw [hψ m, if_pos hmS]
  rw [hψm, Matrix.star_mulVec, ← Matrix.dotProduct_mulVec, Matrix.conjTranspose_mul,
    Matrix.conjTranspose_conjTranspose, Matrix.mulVec_mulVec, mul_assoc, hY,
    ← Matrix.mulVec_mulVec, ← Matrix.mulVec_mulVec, h0, Matrix.mulVec_zero,
    Matrix.mulVec_zero, dotProduct_zero]

end SlaterCondonString
```

The compiler's answer:

```
Main.lean:68:54: error: invalid `▸` notation, argument
  e
has type
  ?m.384
equality expected
```

Diagnosis. The error arises where the proof shows that `a m` anticommutes with a creator from the string. There `h.mixed m i` gives the anticommutator as `if m = i then 1 else 0`, and `if_neg` needs a proof that `m = i` is false. The function `fun e => hmI (e ▸ hi)` was meant to supply it: if `m = i`, then `hi : i ∈ I` gives `m ∈ I`, against `hmI`.

But when Lean came to `e ▸ hi`, it had not yet worked out which condition `if_neg` was to refute. The type of `e` was still the unknown `?m.384`, and `▸` must see an equality before it can rewrite.

The repair proves the inequality first, as `hne : m ≠ i`. The stated type makes `e` an equality `m = i` from the start, so `rw [e]` can turn the goal `m ∈ I` into `i ∈ I`, which `hi` closes. `if_neg hne` then receives a proof whose condition is already known. The `rw` does the job intended for `▸`; what cures the reported error is the stated type.

After these edits no error is left:

```diff
@@ -66,5 +66,6 @@
     rcases List.mem_append.mp hy with hy | hy
     · obtain ⟨i, hi, rfl⟩ := List.mem_map.mp hy
-      exact (h.mixed m i).trans (if_neg fun e => hmI (e ▸ hi))
+      have hne : m ≠ i := fun e => hmI (by rw [e]; exact hi)
+      exact (h.mixed m i).trans (if_neg hne)
     · obtain ⟨k, _, rfl⟩ := List.mem_map.mp hy
       exact h.anti m k)
```
